# Infrared finiteness of the one-loop lepton anomalous magnetic moment

The spin of a charged lepton in a magnetic field precesses slightly faster than the Dirac equation predicts, because it emits and reabsorbs virtual photons. Soft photons make parts of the one-loop vertex correction diverge, so one gives the photon a small mass $\mu$ as a regulator. At one loop in QED, does the anomalous moment $(g-2)/2$ survive the removal of $\mu$, and does its value depend on the lepton mass $m$?

The anomalous moment $(g-2)/2$ is the Pauli form factor $F_2(q^2)$ at zero momentum transfer. In units $\hbar=c=1$, with fine-structure constant $\alpha$, its one-loop QED contribution in Feynman-parameter form is

$$F_2(q^2)=\frac{\alpha}{2\pi}\int_0^1\!dz\int_0^{1-z}\!dy\,\frac{2m^2z(1-z)}{m^2(1-z)^2-q^2xy+\mu^2z},\quad x=1-y-z.$$

This formula is the starting point; its derivation from the vertex diagram is assumed.

```lean
import Mathlib

open Filter Topology MeasureTheory
open scoped Real

namespace ElectronAnomalousMoment

noncomputable section
```

In `pauliF2`, the argument `q2` stands for $q^2$, and all arguments are real numbers. The physical ranges appear as hypotheses of the theorems where they are needed.

```lean
/-- The one-loop Pauli form factor `F₂(q²)` for coupling `α`, lepton mass `m` and photon mass `μ`,
as an integral over Feynman parameters with `x = 1 - y - z`. The intended range is `m > 0`, `μ ≥ 0`,
`q² ≤ 0`; for `μ = 0` the denominator vanishes at the corner `z = 1`. -/
def pauliF2 (α m μ q2 : ℝ) : ℝ :=
  α / (2 * π) * ∫ z in (0 : ℝ)..1, ∫ y in (0 : ℝ)..(1 - z),
    2 * m ^ 2 * z * (1 - z) / (m ^ 2 * (1 - z) ^ 2 - q2 * (1 - y - z) * y + μ ^ 2 * z)
```

Write $D_r(z)=(1-z)^2+rz$ and $I(r)=\int_0^1 2z(1-z)^2/D_r(z)\,dz$. In Lean, $I$ is `momentIntegral`.

```lean
/-- The dimensionless parameter integral at squared photon-to-lepton mass ratio `r ≥ 0`;
for `r = 0` the denominator vanishes at the endpoint `z = 1`. -/
def momentIntegral (r : ℝ) : ℝ :=
  ∫ z in (0 : ℝ)..1, 2 * z * (1 - z) ^ 2 / ((1 - z) ^ 2 + r * z)
```

## (a) Reduction to the mass ratio

For $m\neq0$, show that the masses enter only through their ratio:
$$F_2(0)=\frac{\alpha}{2\pi}\,I(\mu^2/m^2).$$

**Solution.** At $q^2=0$ the integrand does not depend on $y$, so the inner integral multiplies it by $1-z$. This gives $2m^2z(1-z)^2/(m^2(1-z)^2+\mu^2z)$, and $m^2$ cancels. Lean compares the integrands pointwise with `integral_congr`.

```lean
/-- At zero momentum transfer and nonzero lepton mass, the form factor depends on the masses
only through the ratio `μ² / m²`. -/
theorem pauliF2_zero_momentum (α μ : ℝ) {m : ℝ} (hm : m ≠ 0) :
    pauliF2 α m μ 0 = α / (2 * π) * momentIntegral (μ ^ 2 / m ^ 2) := by
  unfold pauliF2 momentIntegral
  congr 1
  apply intervalIntegral.integral_congr
  intro z _
  -- the integrand no longer depends on `y`, so the inner integral is a factor `1 - z`
  simp only [zero_mul, sub_zero, intervalIntegral.integral_const, smul_eq_mul]
  have hD : m ^ 2 * (1 - z) ^ 2 + μ ^ 2 * z
      = m ^ 2 * ((1 - z) ^ 2 + μ ^ 2 / m ^ 2 * z) := by
    field_simp
  rw [hD, show 2 * m ^ 2 * z * (1 - z) = m ^ 2 * (2 * z * (1 - z)) by ring,
    mul_div_mul_left _ _ (pow_ne_zero 2 hm)]
  ring
```

## (b) Positivity of the denominator

For $r>0$ and $z\ge0$, show that $D_r(z)>0$.

**Solution.** At $z=0$ the value is $1$. For $z>0$ the term $rz$ is positive and the square is nonnegative.

```lean
/-- For a positive mass ratio the Feynman denominator is positive at every `z ≥ 0`. -/
theorem denominator_pos {r z : ℝ} (hr : 0 < r) (hz : 0 ≤ z) :
    0 < (1 - z) ^ 2 + r * z := by
  rcases hz.eq_or_lt with h | h
  · rw [← h]
    norm_num
  · positivity
```

## (c) Integrability

For $r>0$ and continuous $N$, show that $N/D_r$ is integrable on $[0,1]$.

**Solution.** By (b) the quotient is continuous on a closed bounded interval.

```lean
/-- For a positive mass ratio, a continuous numerator over the Feynman denominator is integrable
on `[0, 1]`. -/
theorem integrable_over_denominator {r : ℝ} (hr : 0 < r) {N : ℝ → ℝ} (hN : Continuous N) :
    IntervalIntegrable (fun z => N z / ((1 - z) ^ 2 + r * z)) volume 0 1 := by
  apply ContinuousOn.intervalIntegrable_of_Icc zero_le_one
  exact hN.continuousOn.div (by fun_prop) (fun z hz => (denominator_pos hr hz.1).ne')
```

## (d) The deficit as an integral

For $r>0$, show that
$$1-I(r)=\int_0^1\frac{2rz^2}{D_r(z)}\,dz.$$

**Solution.** Write $1=\int_0^1 2z\,dz$ and subtract under the integral, as (c) permits:
$$2z-\frac{2z(1-z)^2}{D_r}=\frac{2z\,[D_r-(1-z)^2]}{D_r}=\frac{2rz^2}{D_r}.$$
This identity is `key` in the proof.

```lean
/-- For `r > 0`, the amount by which the parameter integral falls short of `1` is itself an
explicit parameter integral. -/
theorem one_sub_momentIntegral {r : ℝ} (hr : 0 < r) :
    1 - momentIntegral r
      = ∫ z in (0 : ℝ)..1, 2 * r * z ^ 2 / ((1 - z) ^ 2 + r * z) := by
  have h1 : ∫ z in (0 : ℝ)..1, 2 * z = 1 := by
    rw [intervalIntegral.integral_const_mul, integral_id]
    norm_num
  have hi : IntervalIntegrable (fun z : ℝ => 2 * z) volume 0 1 :=
    Continuous.intervalIntegrable (by fun_prop) 0 1
  have hj := integrable_over_denominator hr
    (N := fun z => 2 * z * (1 - z) ^ 2) (by fun_prop)
  have key : ∀ z : ℝ, 0 ≤ z → 2 * z - 2 * z * (1 - z) ^ 2 / ((1 - z) ^ 2 + r * z)
      = 2 * r * z ^ 2 / ((1 - z) ^ 2 + r * z) := by
    intro z hz
    have hD := (denominator_pos hr hz).ne'
    rw [eq_div_iff hD, sub_mul, div_mul_cancel₀ _ hD]
    ring
  calc 1 - momentIntegral r = (∫ z in (0 : ℝ)..1, 2 * z) - momentIntegral r := by rw [h1]
    _ = ∫ z in (0 : ℝ)..1, (2 * z - 2 * z * (1 - z) ^ 2 / ((1 - z) ^ 2 + r * z)) :=
        (intervalIntegral.integral_sub hi hj).symm
    _ = _ := by
        apply intervalIntegral.integral_congr
        intro z hz
        rw [Set.uIcc_of_le zero_le_one] at hz
        exact key z hz.1
```

## (e) A Lorentzian integral

For $s>0$, show that
$$\int_0^1\frac{2s^2}{(1-z)^2+s^2}\,dz=2s\arctan(1/s).$$

**Solution.** An antiderivative is $-2s\arctan((1-z)/s)$, which the proof differentiates in `hd`. It vanishes at $z=1$ and equals $-2s\arctan(1/s)$ at $z=0$.

```lean
/-- For width `s > 0`, the integral of the Lorentzian `2 s² / ((1 - z)² + s²)` over `[0, 1]` equals
`2 s arctan (1 / s)`. -/
theorem lorentzian_integral {s : ℝ} (hs : 0 < s) :
    ∫ z in (0 : ℝ)..1, 2 * s ^ 2 / ((1 - z) ^ 2 + s ^ 2) = 2 * s * Real.arctan (1 / s) := by
  have hc : Continuous (fun z : ℝ => 2 * s ^ 2 / ((1 - z) ^ 2 + s ^ 2)) :=
    continuous_const.div (by fun_prop) (fun z => by positivity)
  have hd : ∀ z : ℝ, HasDerivAt (fun z => -(2 * s) * Real.arctan ((1 - z) / s))
      (2 * s ^ 2 / ((1 - z) ^ 2 + s ^ 2)) z := by
    intro z
    have h := ((((hasDerivAt_id' z).const_sub 1).div_const s).arctan).const_mul (-(2 * s))
    refine h.congr_deriv ?_
    have e : 1 + ((1 - z) / s) ^ 2 = ((1 - z) ^ 2 + s ^ 2) / s ^ 2 := by
      rw [eq_div_iff (by positivity), add_mul, div_pow, div_mul_cancel₀ _ (by positivity)]
      ring
    rw [e, one_div_div]
    calc _ = 2 * s ^ 2 / ((1 - z) ^ 2 + s ^ 2) * (s / s) := by ring
      _ = _ := by rw [div_self hs.ne', mul_one]
  rw [intervalIntegral.integral_eq_sub_of_hasDerivAt (fun z _ => hd z)
    (hc.intervalIntegrable 0 1)]
  simp only [sub_self, zero_div, Real.arctan_zero, sub_zero]
  ring
```

## (f) Bounds on the deficit

For $r>0$, show that
$$0<1-I(r)\le\pi\sqrt r.$$

**Solution.** The integrand in (d) is positive on $(0,1)$, hence so is the integral. It is also at most $2r/((1-z)^2+r)$, since cross-multiplying leaves
$$D_r-z^2[(1-z)^2+r]=(1-z^2)(1-z)^2+rz(1-z)\ge0.$$
These two terms, times $2r$, are `a1` and `a2`. Now use (e) with $s=\sqrt r$ and $\arctan<\pi/2$.

```lean
/-- For `r > 0` the parameter integral lies strictly below `1`, by at most `π √r`. -/
theorem momentIntegral_bounds {r : ℝ} (hr : 0 < r) :
    0 < 1 - momentIntegral r ∧ 1 - momentIntegral r ≤ π * Real.sqrt r := by
  have hi := integrable_over_denominator hr (N := fun z => 2 * r * z ^ 2) (by fun_prop)
  have hs : 0 < Real.sqrt r := Real.sqrt_pos.mpr hr
  rw [one_sub_momentIntegral hr]
  constructor
  · apply intervalIntegral.intervalIntegral_pos_of_pos_on hi _ zero_lt_one
    intro z hz
    have hz0 : 0 < z := hz.1
    have hD := denominator_pos hr hz0.le
    exact div_pos (by positivity) hD
  · have hc : Continuous
        (fun z : ℝ => 2 * Real.sqrt r ^ 2 / ((1 - z) ^ 2 + Real.sqrt r ^ 2)) :=
      continuous_const.div (by fun_prop) (fun z => by positivity)
    -- compare with a Lorentzian of width `√r`
    have hle := intervalIntegral.integral_mono_on zero_le_one hi
      (hc.intervalIntegrable 0 1) (by
        intro z hz
        have h3 : 0 ≤ 1 - z := sub_nonneg.mpr hz.2
        have h0 : 0 ≤ z := hz.1
        rw [Real.sq_sqrt hr.le, div_le_div_iff₀ (denominator_pos hr h0) (by positivity)]
        have a1 : 0 ≤ 2 * r * ((1 - z) * (1 + z) * (1 - z) ^ 2) :=
          mul_nonneg (by positivity)
            (mul_nonneg (mul_nonneg h3 (by linarith)) (sq_nonneg _))
        have a2 : 0 ≤ 2 * r * (r * (z * (1 - z))) :=
          mul_nonneg (by positivity) (mul_nonneg hr.le (mul_nonneg h0 h3))
        nlinarith [a1, a2])
    rw [lorentzian_integral hs] at hle
    nlinarith [mul_pos hs (sub_pos.mpr (Real.arctan_lt_pi_div_two (1 / Real.sqrt r)))]
```

## (g) The limit of the parameter integral

Show that $I(r)\to1$ as $r\to0^+$.

**Solution.** By (f), $1-\pi\sqrt r\le I(r)<1$; squeeze. The filter `𝓝[>] 0` expresses the approach from above.

```lean
/-- As the squared mass ratio tends to zero from above, the parameter integral tends to `1`. -/
theorem tendsto_momentIntegral : Tendsto momentIntegral (𝓝[>] 0) (𝓝 1) := by
  have hc : Continuous (fun r : ℝ => 1 - π * Real.sqrt r) := by fun_prop
  have hl : Tendsto (fun r : ℝ => 1 - π * Real.sqrt r) (𝓝[>] 0) (𝓝 1) :=
    (hc.tendsto' 0 1 (by simp)).mono_left nhdsWithin_le_nhds
  refine tendsto_of_tendsto_of_tendsto_of_le_of_le' hl tendsto_const_nhds ?_ ?_
  · filter_upwards [self_mem_nhdsWithin] with r hr
    linarith [(momentIntegral_bounds hr).2]
  · filter_upwards [self_mem_nhdsWithin] with r hr
    linarith [(momentIntegral_bounds hr).1]
```

## (h) Removing the photon mass

For every $m>0$, show that
$$\lim_{\mu\to0^+}F_2(0)=\frac{\alpha}{2\pi}.$$

**Solution.** The ratio $r=\mu^2/m^2$ tends to $0$ from above, so (a) and (g) give the limit.

A nonzero lepton mass is needed when $\alpha\ne0$: if $m=0$, the numerator of $F_2$ vanishes, so $F_2(0)=0$ for every $\mu>0$ and the limit is $0$.

```lean
/-- For every lepton mass `m > 0`, the one-loop `F₂(0)` tends to `α / (2π)` as the photon mass
tends to zero from above. -/
theorem anomalous_moment_limit (α : ℝ) {m : ℝ} (hm : 0 < m) :
    Tendsto (fun μ => pauliF2 α m μ 0) (𝓝[>] 0) (𝓝 (α / (2 * π))) := by
  have hc : Continuous (fun μ : ℝ => μ ^ 2 / m ^ 2) := by fun_prop
  have hr : Tendsto (fun μ : ℝ => μ ^ 2 / m ^ 2) (𝓝[>] 0) (𝓝[>] 0) := by
    refine tendsto_nhdsWithin_iff.mpr
      ⟨(hc.tendsto' 0 0 (by simp)).mono_left nhdsWithin_le_nhds, ?_⟩
    filter_upwards [self_mem_nhdsWithin] with μ hμ
    have hμ' : 0 < μ := hμ
    exact div_pos (pow_pos hμ' 2) (pow_pos hm 2)
  have h := (tendsto_momentIntegral.comp hr).const_mul (α / (2 * π))
  rw [mul_one] at h
  exact h.congr (fun μ => (pauliF2_zero_momentum α μ hm.ne').symm)
```

## (i) The cost of a finite regulator

For $\alpha,m,\mu>0$, show that
$$0<\frac{\alpha}{2\pi}-F_2(0)\le\frac{\alpha}{2}\,\frac{\mu}{m}.$$

**Solution.** By (a) the difference is $\frac{\alpha}{2\pi}(1-I(\mu^2/m^2))$. Insert (f) with $\sqrt r=\mu/m$.

For a numerical calculation that keeps a photon mass, this bounds the regulator's effect on the one-loop moment in the continuum and in infinite volume.

```lean
/-- For positive coupling and masses, a photon mass `μ` lowers `F₂(0)` below `α / (2π)`,
by at most `(α / 2) (μ / m)`. -/
theorem photon_mass_correction {α m μ : ℝ} (hα : 0 < α) (hm : 0 < m) (hμ : 0 < μ) :
    0 < α / (2 * π) - pauliF2 α m μ 0 ∧
      α / (2 * π) - pauliF2 α m μ 0 ≤ α / 2 * (μ / m) := by
  have hp : 0 < α / (2 * π) := div_pos hα (mul_pos two_pos Real.pi_pos)
  obtain ⟨h1, h2⟩ := momentIntegral_bounds (r := μ ^ 2 / m ^ 2) (by positivity)
  have hs : Real.sqrt (μ ^ 2 / m ^ 2) = μ / m := by
    rw [← div_pow, Real.sqrt_sq (by positivity)]
  rw [hs] at h2
  have e : α / (2 * π) - pauliF2 α m μ 0
      = α / (2 * π) * (1 - momentIntegral (μ ^ 2 / m ^ 2)) := by
    rw [pauliF2_zero_momentum α μ hm.ne']
    ring
  rw [e]
  refine ⟨mul_pos hp h1, (mul_le_mul_of_nonneg_left h2 hp.le).trans_eq ?_⟩
  calc α / (2 * π) * (π * (μ / m)) = α / 2 * (μ / m) * (π / π) := by ring
    _ = α / 2 * (μ / m) := by rw [div_self Real.pi_ne_zero, mul_one]
```

## (j) The strictly massless photon

For $m\ne0$ and $\mu=0$, show that $F_2(0)=\alpha/(2\pi)$ exactly.

**Solution.** By (a) the value needed is $I(0)$. Its integrand equals $2z$ except at $z=1$, a single point that does not affect the integral, so $I(0)=1$. Lean uses `integral_congr_ae`, which requires agreement only almost everywhere. The limit in (h) is therefore also the value at $\mu=0$.

```lean
/-- With an exactly massless photon and a lepton of nonzero mass, the one-loop `F₂(0)` equals
`α / (2π)`. -/
theorem massless_photon_moment (α : ℝ) {m : ℝ} (hm : m ≠ 0) :
    pauliF2 α m 0 0 = α / (2 * π) := by
  have hne : ∀ᵐ z : ℝ, z ≠ 1 := by simp [ae_iff]
  have h : momentIntegral 0 = ∫ z in (0 : ℝ)..1, 2 * z := by
    apply intervalIntegral.integral_congr_ae
    -- away from the single point `z = 1` the squared factors cancel
    filter_upwards [hne] with z hz _
    have hz' : (1 - z) ^ 2 ≠ 0 := pow_ne_zero 2 (sub_ne_zero.mpr hz.symm)
    rw [zero_mul, add_zero, mul_div_assoc, div_self hz', mul_one]
  have h0 : (0 : ℝ) ^ 2 / m ^ 2 = 0 := by simp
  rw [pauliF2_zero_momentum α 0 hm, h0, h, intervalIntegral.integral_const_mul, integral_id]
  norm_num

end

end ElectronAnomalousMoment
```

```lean
#print axioms ElectronAnomalousMoment.anomalous_moment_limit
#print axioms ElectronAnomalousMoment.photon_mass_correction
#print axioms ElectronAnomalousMoment.massless_photon_moment
```

```
'ElectronAnomalousMoment.anomalous_moment_limit' depends on axioms: [propext, Classical.choice, Quot.sound]
'ElectronAnomalousMoment.photon_mass_correction' depends on axioms: [propext, Classical.choice, Quot.sound]
'ElectronAnomalousMoment.massless_photon_moment' depends on axioms: [propext, Classical.choice, Quot.sound]
```
